# Two-level spectra obeying hydrogen's dipole sum rules and excitation gap attain every static polarizability from 4 up to, but not including, 16/3 atomic units

For each real `a` with 4 ≤ `a` < 16/3, the theorem gives two excitation energies, 3/8 and 2/(16 − 3`a`), with transition strengths (12`a` − 48)/(9`a` − 32) and (16 − 3`a`)/(9`a` − 32). It states that these meet the constraints taken from ground-state hydrogen in atomic units: nonnegative strengths, energies of at least 3/8, total strength 1 and energy-weighted strength 1/2. It also states that the static dipole polarizability, defined as twice the sum of strength over energy, equals `a`. The spectrum is a finite model with two levels, not hydrogen's own spectrum. The attempt first shows that 9`a` − 32 and 16 − 3`a` are positive, then checks each condition separately, leaving the energy-weighted sum and the polarizability to `field_simp <;> ring`.

This version doesn't compile in Lean 4 with Mathlib:

```lean
import Mathlib

open Finset

namespace EveryValueAttained

variable {ι : Type*} [Fintype ι]

/-- The static dipole polarizability `2 ∑ s_k / D_k` in atomic units, for transition strengths
`s_k` and nonzero excitation energies `D_k`. -/
noncomputable def polarizability (s D : ι → ℝ) : ℝ := 2 * ∑ k, s k / D k

/-- Finitely many transition strengths and excitation energies that obey the constraints of
ground-state hydrogen in atomic units: nonnegative strengths, excitation energies of at least
`3/8`, total strength `1` and energy-weighted strength `1/2`. -/
structure HydrogenSumRules (s D : ι → ℝ) : Prop where
  nonneg : ∀ k, 0 ≤ s k
  gap : ∀ k, 3 / 8 ≤ D k
  closure : ∑ k, s k = 1
  energyWeighted : ∑ k, s k * D k = 1 / 2

/-- Every value `a` with `4 ≤ a < 16/3` is the polarizability of a two-level excitation spectrum
with energies `3/8` and `2/(16 - 3a)` that obeys the hydrogen sum rules and the gap condition. -/
theorem every_value_attained (a : ℝ) (h4 : 4 ≤ a) (h16 : a < 16 / 3) :
    HydrogenSumRules ![(12 * a - 48) / (9 * a - 32), (16 - 3 * a) / (9 * a - 32)]
      ![3 / 8, 2 / (16 - 3 * a)] ∧
    polarizability ![(12 * a - 48) / (9 * a - 32), (16 - 3 * a) / (9 * a - 32)]
      ![3 / 8, 2 / (16 - 3 * a)] = a := by
  have hp : 0 < 9 * a - 32 := by linarith
  have hq : 0 < 16 - 3 * a := by linarith
  have hp' := hp.ne'
  have hq' := hq.ne'
  refine ⟨⟨Fin.forall_fin_two.2 ⟨?_, ?_⟩, Fin.forall_fin_two.2 ⟨?_, ?_⟩, ?_, ?_⟩, ?_⟩
  · exact div_nonneg (by linarith) hp.le
  · exact div_nonneg hq.le hp.le
  · exact le_refl (3 / 8 : ℝ)
  · change 3 / 8 ≤ 2 / (16 - 3 * a)
    rw [le_div_iff₀ hq]
    linarith
  · rw [Fin.sum_univ_two]
    change (12 * a - 48) / (9 * a - 32) + (16 - 3 * a) / (9 * a - 32) = 1
    rw [← add_div, div_eq_iff hp']
    ring
  · rw [Fin.sum_univ_two]
    change (12 * a - 48) / (9 * a - 32) * (3 / 8)
      + (16 - 3 * a) / (9 * a - 32) * (2 / (16 - 3 * a)) = 1 / 2
    field_simp <;> ring
  · unfold polarizability
    rw [Fin.sum_univ_two]
    change 2 * ((12 * a - 48) / (9 * a - 32) / (3 / 8)
      + (16 - 3 * a) / (9 * a - 32) / (2 / (16 - 3 * a))) = a
    field_simp <;> ring

end EveryValueAttained
```

Compiling this gives:

```
Try this:
  [apply] ring_nf
  
  The `ring` tactic failed to close the goal. Use `ring_nf` to obtain a normal form.
    
  Note that `ring` works primarily in *commutative* rings. If you have a noncommutative ring, abelian group or module, consider using `noncomm_ring`, `abel` or `module` instead.
Main.lean:44:2: error: unsolved goals
case refine_6
a : ℝ
h4 : 4 ≤ a
h16 : a < 16 / 3
hp : 0 < 9 * a - 32
hq : 0 < 16 - 3 * a
hp' : 9 * a - 32 ≠ 0
hq' : 16 - 3 * a ≠ 0
⊢ -(a * (16 - a * 3)⁻¹ * (-32 + a * 9)⁻¹ * 96) + a * (-32 + a * 9)⁻¹ * 72 + (16 - a * 3)⁻¹ * (-32 + a * 9)⁻¹ * 512 -
      (-32 + a * 9)⁻¹ * 288 =
    8
Try this:
  [apply] ring_nf
  
  The `ring` tactic failed to close the goal. Use `ring_nf` to obtain a normal form.
    
  Note that `ring` works primarily in *commutative* rings. If you have a noncommutative ring, abelian group or module, consider using `noncomm_ring`, `abel` or `module` instead.
Main.lean:48:2: error: unsolved goals
case refine_7
a : ℝ
h4 : 4 ≤ a
h16 : a < 16 / 3
hp : 0 < 9 * a - 32
hq : 0 < 16 - 3 * a
hp' : 9 * a - 32 ≠ 0
hq' : 16 - 3 * a ≠ 0
⊢ -(a * (-32 + a * 9)⁻¹ * 96) + a ^ 2 * (-32 + a * 9)⁻¹ * 27 = a * 3
```

Cause. Both errors are goals that `ring` could not close; its fallback to `ring_nf` left them in the form shown. The equations are true, but `(-32 + a * 9)⁻¹` remains in both, and `(16 - a * 3)⁻¹` in the first, so `field_simp` had not cleared these denominators. The facts needed, `hp'` and `hq'`, were in context; the messages do not show why `field_simp` failed to use them. `ring` does not use such hypotheses, so it cannot cancel these factors against their inverses.

The repair clears the denominators by explicit lemmas. In the energy-weighted sum, `c` cancels 16 − 3`a`, using `div_eq_div_iff` with both nonzero facts. In the polarizability, `div_div_eq_mul_div` turns division by a fraction into multiplication, which moves 16 − 3`a` into the numerator. In each case `e` then puts the left side over the single denominator 9`a` − 32, which `ring` can prove because nothing has to cancel. Finally `div_eq_iff hp'` multiplies that denominator out, leaving a polynomial identity that `ring` closes.

Lean accepts the file once it reads:

```diff
@@ -45,10 +45,21 @@
     change (12 * a - 48) / (9 * a - 32) * (3 / 8)
       + (16 - 3 * a) / (9 * a - 32) * (2 / (16 - 3 * a)) = 1 / 2
-    field_simp <;> ring
+    have c : (16 - 3 * a) / (9 * a - 32) * (2 / (16 - 3 * a)) = 2 / (9 * a - 32) := by
+      rw [div_mul_div_comm, div_eq_div_iff (mul_ne_zero hp' hq') hp']
+      ring
+    have e : (12 * a - 48) / (9 * a - 32) * (3 / 8) + 2 / (9 * a - 32)
+        = ((12 * a - 48) * (3 / 8) + 2) / (9 * a - 32) := by ring
+    rw [c, e, div_eq_iff hp']
+    ring
   · unfold polarizability
     rw [Fin.sum_univ_two]
     change 2 * ((12 * a - 48) / (9 * a - 32) / (3 / 8)
       + (16 - 3 * a) / (9 * a - 32) / (2 / (16 - 3 * a))) = a
-    field_simp <;> ring
+    rw [div_div_eq_mul_div, div_div_eq_mul_div]
+    have e : 2 * ((12 * a - 48) / (9 * a - 32) * 8 / 3
+        + (16 - 3 * a) / (9 * a - 32) * (16 - 3 * a) / 2)
+        = 2 * ((12 * a - 48) * 8 / 3 + (16 - 3 * a) ^ 2 / 2) / (9 * a - 32) := by ring
+    rw [e, div_eq_iff hp']
+    ring
 
 end EveryValueAttained
```
